# Bhatia-Davis and Popoviciu bounds on the variance of a finite Hermitian matrix

If every possible value of an observable lies between m and M, how widely can its measured values scatter in a given quantum state? The variance in this question can be defined from the operator or from the distribution of outcomes. Here it is defined from the operator, as the expectation value of (A − ⟨A⟩)², and its formula as a mean square deviation over the eigenvalues is then derived. The observable is a Hermitian complex matrix A of finite size, and the state is a unit vector ψ.

With all eigenvalues of A in [m, M], the bounds are

Var(A) ≤ (M − ⟨A⟩)(⟨A⟩ − m) ≤ (M − m)²/4.

The first, due to Bhatia and Davis, uses the mean ⟨A⟩. The second, Popoviciu's, uses only the width of the interval. For a Hamiltonian matrix in a finite orthonormal basis, the energy uncertainty computed from the matrix for a pure state is therefore at most half the width of the matrix's spectrum. If the basis truncates a larger space, the uncertainty of the full Hamiltonian in the same state can be larger. Likewise, if ⟨A⟩ is estimated by the average of N independent ideal measurements of A, each on a freshly prepared copy of the state, the standard error is at most (M − m)/(2√N).

## From spectral weights to the two bounds

Let vᵢ be an orthonormal eigenbasis of A, with A vᵢ = λᵢ vᵢ. Write αᵢ = vᵢ†ψ for the amplitudes, wᵢ = |αᵢ|² for the weights and μ = ⟨A⟩ for the mean. For any two vectors φ and χ, completeness of the basis gives

φ†χ = Σᵢ (vᵢ†φ)* (vᵢ†χ).

Since A is Hermitian and λᵢ is real, A acts on each amplitude by its eigenvalue:

vᵢ†Aψ = (A vᵢ)†ψ = λᵢ αᵢ.

In the same way, (A − μ)² multiplies the amplitude αᵢ by (λᵢ − μ)². Inserting these results into the overlaps ψ†ψ, ψ†Aψ and ψ†(A − μ)²ψ gives

Σᵢ wᵢ = 1,

μ = Σᵢ wᵢ λᵢ,

Var(A) = Σᵢ wᵢ (λᵢ − μ)².

For each eigenvalue, expanding the products cancels the terms in λᵢ²:

(λᵢ − μ)² + (M − λᵢ)(λᵢ − m) = (M + m − 2μ)λᵢ + μ² − Mm.

Multiply by wᵢ and sum. The right-hand side becomes

(M + m − 2μ)μ + μ² − Mm = (M − μ)(μ − m),

and so

(M − μ)(μ − m) − Var(A) = Σᵢ wᵢ (M − λᵢ)(λᵢ − m).

When the spectrum lies in [m, M], every term on the right is nonnegative, which proves the first bound. The second follows by completing the square:

(M − m)²/4 − (M − μ)(μ − m) = (μ − (m + M)/2)² ≥ 0.

The equality cases can be read off. A sum of nonnegative terms vanishes only if each term does, so the first bound is an equality exactly when every eigenvector with nonzero weight has eigenvalue m or M. The variance reaches (M − m)²/4 exactly when, in addition, μ is the midpoint (m + M)/2. If m < M, this means total weight one half on each end of the interval.

A two-level system shows the bound being reached. Take A = diag(m, M) and ψ = (c, s), with c and s real and c² + s² = 1. Then μ = mc² + Ms², so that

m − μ = −(M − m)s²,

M − μ = (M − m)c²,

Var(A) = c²(M − m)²s⁴ + s²(M − m)²c⁴ = (M − m)²c²s².

At c² = s² = 1/2 this equals (M − m)²/4.

## Expectation, variance and spectral weights in Lean

The basis states are labelled by an arbitrary finite type `n`. A state is a function `ψ : n → ℂ`, and an observable is a matrix with rows and columns indexed by `n`.

```lean
import Mathlib

open Matrix

namespace BhatiaDavis

noncomputable section

variable {n : Type*} [Fintype n] [DecidableEq n]
```

The expression `star ψ ⬝ᵥ A *ᵥ ψ` is ψ†Aψ, with the complex conjugate on the left factor. Taking the real part makes the expectation a real number for every matrix; for Hermitian A the imaginary part is zero anyway.

```lean
/-- The expectation value of `A` in the state `ψ`, the real part of `ψ† A ψ`. -/
def expectation (A : Matrix n n ℂ) (ψ : n → ℂ) : ℝ :=
  (star ψ ⬝ᵥ A *ᵥ ψ).re
```

The variance subtracts the mean times the identity matrix, squares the resulting matrix and takes its expectation. Neither definition divides by ψ†ψ, so they have their usual physical meaning for unit vectors, which is what the bounds assume.

```lean
/-- The variance of `A` in the state `ψ`: the expectation value of `(A - ⟨A⟩)²`. -/
def variance (A : Matrix n n ℂ) (ψ : n → ℂ) : ℝ :=
  expectation ((A - (expectation A ψ : ℂ) • (1 : Matrix n n ℂ)) ^ 2) ψ
```

Mathlib supplies an orthonormal eigenbasis `hA.eigenvectorBasis` and real eigenvalues `hA.eigenvalues` for a Hermitian matrix, where `hA` is the proof of Hermiticity. The next two definitions are αᵢ and wᵢ.

```lean
/-- The amplitude of `ψ` on the `i`-th vector of the orthonormal eigenbasis of `A`. -/
def amplitude {A : Matrix n n ℂ} (hA : A.IsHermitian) (ψ : n → ℂ) (i : n) : ℂ :=
  star (hA.eigenvectorBasis i).ofLp ⬝ᵥ ψ

/-- The spectral weight of `ψ` on the `i`-th eigenvector: the squared modulus of the amplitude. -/
def weight {A : Matrix n n ℂ} (hA : A.IsHermitian) (ψ : n → ℂ) (i : n) : ℝ :=
  Complex.normSq (amplitude hA ψ i)
```

For a unit vector, the weights are the probabilities that the Born rule assigns to the eigenvectors. Identifying them with the frequencies seen in an actual measurement is the physical step that the hypotheses leave open. If an eigenvalue is degenerate, the individual weights depend on the basis chosen in its eigenspace, but their sum over that eigenspace does not.

## Overlaps and operators in the eigenbasis

The first lemma is the completeness relation for φ†χ. Its proof takes Mathlib's identity for inner products in an orthonormal basis and rewrites it in terms of dot products, matching the complex conjugates.

```lean
/-- The overlap `φ† χ` is the sum, over the eigenbasis of a Hermitian `A`, of the conjugate
amplitude of `φ` times the amplitude of `χ`. -/
theorem overlap_eq_sum {A : Matrix n n ℂ} (hA : A.IsHermitian) (φ χ : n → ℂ) :
    star φ ⬝ᵥ χ = ∑ i, star (amplitude hA φ i) * amplitude hA χ i := by
  have h := hA.eigenvectorBasis.sum_inner_mul_inner (WithLp.toLp 2 φ) (WithLp.toLp 2 χ)
  simp only [EuclideanSpace.inner_eq_star_dotProduct] at h
  refine (dotProduct_comm _ _).trans (h.symm.trans (Finset.sum_congr rfl fun i _ => ?_))
  change (hA.eigenvectorBasis i).ofLp ⬝ᵥ star φ * (χ ⬝ᵥ star (hA.eigenvectorBasis i).ofLp)
    = star (star (hA.eigenvectorBasis i).ofLp ⬝ᵥ φ) * (star (hA.eigenvectorBasis i).ofLp ⬝ᵥ χ)
  rw [← Matrix.star_dotProduct, dotProduct_comm (star φ), dotProduct_comm χ]
```

The second lemma is vᵢ†Aψ = λᵢαᵢ. It takes the adjoint of the eigenvalue equation, uses `hA.eq` to replace A† by A, and lets A act to the left on vᵢ†.

```lean
/-- Applying a Hermitian `A` multiplies each eigenbasis amplitude by its eigenvalue. -/
theorem amplitude_mulVec {A : Matrix n n ℂ} (hA : A.IsHermitian) (ψ : n → ℂ) (i : n) :
    amplitude hA (A *ᵥ ψ) i = (hA.eigenvalues i : ℂ) * amplitude hA ψ i := by
  have h0 : A *ᵥ (hA.eigenvectorBasis i).ofLp
      = hA.eigenvalues i • (hA.eigenvectorBasis i).ofLp := hA.mulVec_eigenvectorBasis i
  -- the adjoint of the eigenvalue equation, with `A` acting to the left
  have h1 := congrArg star h0
  rw [Matrix.star_mulVec, hA.eq] at h1
  have h2 : star (hA.eigenvalues i • (hA.eigenvectorBasis i).ofLp)
      = (hA.eigenvalues i : ℂ) • star (hA.eigenvectorBasis i).ofLp := by
    ext k
    simp [Complex.real_smul]
  unfold amplitude
  rw [Matrix.dotProduct_mulVec, h1, h2, smul_dotProduct, smul_eq_mul]
```

The three weighted sums of the derivation have a common form, which is proved once. If a matrix B multiplies each amplitude of ψ by a real number `r i`, its expectation is the sum of `weight hA ψ i * r i`. In each term, αᵢ* rᵢ αᵢ has real part wᵢrᵢ.

```lean
/-- If `B` multiplies each amplitude of `ψ` in the eigenbasis of a Hermitian `A` by a real number
`r i`, then its expectation value is the sum of the `r i` multiplied by the spectral weights. -/
theorem expectation_eq_sum {A : Matrix n n ℂ} (hA : A.IsHermitian) (B : Matrix n n ℂ)
    (ψ : n → ℂ) (r : n → ℝ)
    (h : ∀ i, amplitude hA (B *ᵥ ψ) i = (r i : ℂ) * amplitude hA ψ i) :
    expectation B ψ = ∑ i, weight hA ψ i * r i := by
  unfold expectation
  rw [overlap_eq_sum hA, Complex.re_sum]
  refine Finset.sum_congr rfl fun i _ => ?_
  rw [h i]
  simp only [weight, Complex.star_def, Complex.mul_re, Complex.mul_im, Complex.conj_re,
    Complex.conj_im, Complex.ofReal_re, Complex.ofReal_im, Complex.normSq_apply]
  ring
```

For the variance, B is (A − μ)² and rᵢ is (λᵢ − μ)². The auxiliary statement `shift` says that A − a multiplies an amplitude by λᵢ − a; applying it twice gives the square. The formula holds for any vector ψ. When ψ is normalised, the weights sum to one and the formula is the mean square deviation of the eigenvalues from ⟨A⟩.

```lean
/-- The variance of a Hermitian `A` is the sum of the squared deviations of its eigenvalues from
`⟨A⟩`, each multiplied by its spectral weight. -/
theorem variance_eq_sum {A : Matrix n n ℂ} (hA : A.IsHermitian) (ψ : n → ℂ) :
    variance A ψ = ∑ i, weight hA ψ i * (hA.eigenvalues i - expectation A ψ) ^ 2 := by
  have shift : ∀ (a : ℝ) (φ : n → ℂ) (i : n),
      amplitude hA ((A - (a : ℂ) • (1 : Matrix n n ℂ)) *ᵥ φ) i
        = ((hA.eigenvalues i : ℂ) - a) * amplitude hA φ i := by
    intro a φ i
    have h := amplitude_mulVec hA φ i
    unfold amplitude at h ⊢
    rw [Matrix.sub_mulVec, Matrix.smul_mulVec, Matrix.one_mulVec, dotProduct_sub,
      dotProduct_smul, h, smul_eq_mul]
    ring
  refine expectation_eq_sum hA _ ψ _ fun i => ?_
  rw [pow_two, ← Matrix.mulVec_mulVec, shift, shift]
  push_cast
  ring
```

## The gap as a weighted sum

The hypothesis `hψ : star ψ ⬝ᵥ ψ = 1` now enters. Taking B = A gives the sum for the mean, and taking B to be the identity shows that the weights sum to one. The statement `key` is the cancellation of λᵢ², summed with weights and written for an arbitrary real number `a`. Setting `a` equal to the mean and substituting the three sums leaves the identity for the gap. Here m and M may be any real numbers, since the spectrum has not yet been restricted.

```lean
/-- For a Hermitian `A` and a unit vector `ψ`, the gap between `(M - ⟨A⟩)(⟨A⟩ - m)` and the
variance is the weighted average of `(M - λ)(λ - m)` over the eigenvalues `λ`. -/
theorem deficit_eq_sum {A : Matrix n n ℂ} (hA : A.IsHermitian) {ψ : n → ℂ}
    (hψ : star ψ ⬝ᵥ ψ = 1) (m M : ℝ) :
    (M - expectation A ψ) * (expectation A ψ - m) - variance A ψ
      = ∑ i, weight hA ψ i * ((M - hA.eigenvalues i) * (hA.eigenvalues i - m)) := by
  have h1 := expectation_eq_sum hA A ψ hA.eigenvalues (amplitude_mulVec hA ψ)
  -- normalisation: the weights sum to one
  have h2 : ∑ i, weight hA ψ i = 1 := by
    have h := expectation_eq_sum hA 1 ψ (fun _ => 1) (fun i => by simp)
    simpa [expectation, hψ] using h.symm
  have key : ∀ a : ℝ, ∑ i, weight hA ψ i * (hA.eigenvalues i - a) ^ 2
      + ∑ i, weight hA ψ i * ((M - hA.eigenvalues i) * (hA.eigenvalues i - m))
      = (M + m - 2 * a) * ∑ i, weight hA ψ i * hA.eigenvalues i
        + (a ^ 2 - M * m) * ∑ i, weight hA ψ i := by
    intro a
    rw [Finset.mul_sum, Finset.mul_sum, ← Finset.sum_add_distrib, ← Finset.sum_add_distrib]
    exact Finset.sum_congr rfl fun i _ => by ring
  have k := key (expectation A ψ)
  rw [← variance_eq_sum hA ψ, ← h1, h2] at k
  linear_combination -k
```

## Both inequalities from the spectral interval

The hypothesis `hs` places every eigenvalue in the closed interval `Set.Icc m M`. The endpoints need not themselves be eigenvalues, so any known bounds on the spectrum will serve. There is no separate assumption m ≤ M: a unit vector requires at least one basis state, hence at least one eigenvalue in the interval.

The first part of the proof shows that the sum for the gap is nonnegative, term by term. The second gives `nlinarith` the square of 2μ − m − M, which is the completed square up to a factor of four.

```lean
/-- **Bhatia-Davis and Popoviciu inequalities.** If all eigenvalues of a Hermitian `A` lie in
`[m, M]` and `ψ` is a unit vector, then `Var(A) ≤ (M - ⟨A⟩)(⟨A⟩ - m) ≤ (M - m)²/4`. -/
theorem bhatia_davis_popoviciu {A : Matrix n n ℂ} (hA : A.IsHermitian) {ψ : n → ℂ}
    (hψ : star ψ ⬝ᵥ ψ = 1) {m M : ℝ} (hs : ∀ i, hA.eigenvalues i ∈ Set.Icc m M) :
    variance A ψ ≤ (M - expectation A ψ) * (expectation A ψ - m) ∧
      (M - expectation A ψ) * (expectation A ψ - m) ≤ (M - m) ^ 2 / 4 := by
  constructor
  · have h := deficit_eq_sum hA hψ m M
    have hpos : 0 ≤ ∑ i, weight hA ψ i *
        ((M - hA.eigenvalues i) * (hA.eigenvalues i - m)) :=
      Finset.sum_nonneg fun i _ => mul_nonneg (Complex.normSq_nonneg _)
        (mul_nonneg (sub_nonneg.2 (hs i).2) (sub_nonneg.2 (hs i).1))
    linarith
  · nlinarith [sq_nonneg (2 * expectation A ψ - m - M)]
```

The theorem applies to pure states in finite dimension. Its statement does not cover mixed states or operators on infinite-dimensional spaces.

## States that reach the bounds

For the first bound, equality is rewritten as the vanishing of the gap. `Finset.sum_eq_zero_iff_of_nonneg` then turns this into the vanishing of each term, and a product is zero only if one of its factors is: the weight, M − λᵢ or λᵢ − m.

```lean
/-- For a Hermitian `A` with spectrum in `[m, M]` and a unit vector `ψ`, the Bhatia-Davis bound
is an equality exactly when each eigenvector has weight zero or eigenvalue `m` or `M`. -/
theorem bhatia_davis_eq_iff {A : Matrix n n ℂ} (hA : A.IsHermitian) {ψ : n → ℂ}
    (hψ : star ψ ⬝ᵥ ψ = 1) {m M : ℝ} (hs : ∀ i, hA.eigenvalues i ∈ Set.Icc m M) :
    variance A ψ = (M - expectation A ψ) * (expectation A ψ - m) ↔
      ∀ i, weight hA ψ i = 0 ∨ hA.eigenvalues i = m ∨ hA.eigenvalues i = M := by
  -- a sum of nonnegative terms vanishes only if each term does
  have hnn : ∀ i ∈ Finset.univ, 0 ≤ weight hA ψ i *
      ((M - hA.eigenvalues i) * (hA.eigenvalues i - m)) :=
    fun i _ => mul_nonneg (Complex.normSq_nonneg _)
      (mul_nonneg (sub_nonneg.2 (hs i).2) (sub_nonneg.2 (hs i).1))
  rw [eq_comm, ← sub_eq_zero, deficit_eq_sum hA hψ m M,
    Finset.sum_eq_zero_iff_of_nonneg hnn]
  simp only [Finset.mem_univ, true_implies, mul_eq_zero, sub_eq_zero]
  refine forall_congr' fun i => or_congr Iff.rfl ?_
  rw [or_comm, eq_comm (a := M)]
```

For Popoviciu's bound, the forward direction starts from Var(A) = (M − m)²/4. The middle expression (M − μ)(μ − m) lies between these two equal numbers, so the completed square must vanish. This puts μ at the midpoint and makes the first bound an equality as well. The reverse direction substitutes the midpoint into the product.

```lean
/-- For a Hermitian `A` with spectrum in `[m, M]` and a unit vector `ψ`, the variance equals
`(M - m)²/4` exactly when `⟨A⟩` is the midpoint of `[m, M]` and each eigenvector has weight zero
or eigenvalue `m` or `M`. -/
theorem popoviciu_eq_iff {A : Matrix n n ℂ} (hA : A.IsHermitian) {ψ : n → ℂ}
    (hψ : star ψ ⬝ᵥ ψ = 1) {m M : ℝ} (hs : ∀ i, hA.eigenvalues i ∈ Set.Icc m M) :
    variance A ψ = (M - m) ^ 2 / 4 ↔ expectation A ψ = (m + M) / 2 ∧
      ∀ i, weight hA ψ i = 0 ∨ hA.eigenvalues i = m ∨ hA.eigenvalues i = M := by
  rw [← bhatia_davis_eq_iff hA hψ hs]
  obtain ⟨h1, h2⟩ := bhatia_davis_popoviciu hA hψ hs
  constructor
  · intro h
    have h3 : (expectation A ψ - (m + M) / 2) ^ 2 = 0 := by
      nlinarith [sq_nonneg (expectation A ψ - (m + M) / 2)]
    exact ⟨sub_eq_zero.1 (pow_eq_zero_iff two_ne_zero |>.1 h3), by linarith⟩
  · rintro ⟨ha, hv⟩
    rw [hv, ha]
    ring
```

The two-level example is computed directly from the definitions, without the eigenbasis. The statement `hE` gives the expectation of any real diagonal 2 × 2 matrix in the state (c, s), and `hsq` shows that the square of the shifted matrix is again diagonal. Using `hE` for both the mean and the variance, and replacing c² by 1 − s², reduces the claim to an algebraic identity. The levels m and M may be in either order or coincide.

```lean
/-- A two-level system with levels `m` and `M` and real amplitudes `c` and `s`, normalised by
`c² + s² = 1`, has variance `(M - m)² c² s²`. -/
theorem two_level_variance (m M c s : ℝ) (h : c ^ 2 + s ^ 2 = 1) :
    variance !![(m : ℂ), 0; 0, (M : ℂ)] ![(c : ℂ), (s : ℂ)]
      = (M - m) ^ 2 * c ^ 2 * s ^ 2 := by
  have hE : ∀ x y : ℝ, expectation !![(x : ℂ), 0; 0, (y : ℂ)] ![(c : ℂ), (s : ℂ)]
      = x * c ^ 2 + y * s ^ 2 := by
    intro x y
    simp [expectation, Matrix.mulVec, dotProduct, Fin.sum_univ_succ]
    ring
  have hsq : ∀ a : ℝ, (!![(m : ℂ), 0; 0, (M : ℂ)] - (a : ℂ) • (1 : Matrix (Fin 2) (Fin 2) ℂ)) ^ 2
      = !![(((m - a) ^ 2 : ℝ) : ℂ), 0; 0, (((M - a) ^ 2 : ℝ) : ℂ)] := by
    intro a
    have hd : !![(m : ℂ), 0; 0, (M : ℂ)] - (a : ℂ) • (1 : Matrix (Fin 2) (Fin 2) ℂ)
        = !![(m : ℂ) - a, 0; 0, (M : ℂ) - a] := by
      ext i j
      fin_cases i <;> fin_cases j <;> simp
    rw [hd, pow_two, Matrix.mul_fin_two]
    simp [pow_two]
  have hc : c ^ 2 = 1 - s ^ 2 := by linarith
  unfold variance
  rw [hsq, hE, hE, hc]
  ring

end

end BhatiaDavis
```

```lean
#print axioms BhatiaDavis.bhatia_davis_popoviciu
#print axioms BhatiaDavis.popoviciu_eq_iff
#print axioms BhatiaDavis.two_level_variance
```

```
'BhatiaDavis.bhatia_davis_popoviciu' depends on axioms: [propext, Classical.choice, Quot.sound]
'BhatiaDavis.popoviciu_eq_iff' depends on axioms: [propext, Classical.choice, Quot.sound]
'BhatiaDavis.two_level_variance' depends on axioms: [propext, Classical.choice, Quot.sound]
```
